# Filling the lowest levels minimises the total energy of non-interacting fermions at fixed particle number

Let each single-particle level `m` have a real energy `f m`, and let `B` be a finite set of levels with energies at most `μ`, while every level outside `B` has energy at least `μ`. The theorem says that any finite set `S` with as many levels as `B` has a total energy no lower than that of `B`. Read as physics, this concerns non-interacting fermions, with each chosen level holding one particle and the total energy being the sum of the occupied level energies; it does not say that the minimising set is unique. The proof measures energies from `μ` and splits each sum into the levels common to both sets and the rest. The common part cancels, the rest contributes at most zero for `B` and at least zero for `S`, and the equal number of levels lets the shift by `μ` be removed.

This version doesn't compile in Lean 4 with Mathlib:

```lean
import Mathlib

open scoped Real

namespace FillingPrinciple

noncomputable section

/-- Filling principle: if the levels in `B` lie at or below `μ` and all others at or above `μ`,
then no set with as many levels as `B` has a lower total energy. -/
theorem filling_principle {ι : Type*} [DecidableEq ι] (f : ι → ℝ) (μ : ℝ) (B S : Finset ι)
    (hcard : S.card = B.card) (hin : ∀ m ∈ B, f m ≤ μ) (hout : ∀ m, m ∉ B → μ ≤ f m) :
    ∑ m ∈ B, f m ≤ ∑ m ∈ S, f m := by
  -- the levels common to both sets cancel; the others are compared with `μ`
  have hB := Finset.sum_inter_add_sum_diff B S (fun m => f m - μ)
  have hS := Finset.sum_inter_add_sum_diff S B (fun m => f m - μ)
  have h1 : ∑ m ∈ B \ S, (f m - μ) ≤ 0 :=
    Finset.sum_nonpos fun m hm => sub_nonpos.2 (hin m (Finset.mem_sdiff.1 hm).1)
  have h2 : 0 ≤ ∑ m ∈ S \ B, (f m - μ) :=
    Finset.sum_nonneg fun m hm => sub_nonneg.2 (hout m (Finset.mem_sdiff.1 hm).2)
  rw [Finset.inter_comm S B] at hS
  have h3 : ∑ m ∈ B, (f m - μ) ≤ ∑ m ∈ S, (f m - μ) := by linarith
  simp only [Finset.sum_sub_distrib, Finset.sum_const, nsmul_eq_mul, hcard] at h3
  linarith

end

end FillingPrinciple
```

Lean reports:

```
Main.lean:15:13: error(lean.unknownIdentifier): Unknown constant `Finset.sum_inter_add_sum_diff`
Main.lean:13:35: error: unsolved goals
ι : Type u_1
inst✝ : DecidableEq ι
f : ι → ℝ
μ : ℝ
B S : Finset ι
hcard : S.card = B.card
hin : ∀ m ∈ B, f m ≤ μ
hout : ∀ m ∉ B, μ ≤ f m
⊢ ∑ m ∈ B, f m ≤ ∑ m ∈ S, f m
```

The first message says that Lean knows no constant called `Finset.sum_inter_add_sum_diff`. The proof wanted the lemma that splits a sum over one finite set into its sum over the intersection with another and its sum over the set difference. In the Mathlib used here that lemma is `Finset.sum_inter_add_sum_sdiff`, with `sdiff` in place of `diff`.

The second message is a consequence of the first. The proof stopped at its first step, so the goal shown is still the full inequality, with none of the intermediate facts in the context. The same wrong name on the next line was not reported because Lean never reached it.

The diff corrects the name in both places, which supplies `hB` and `hS`. The arguments and the rest of the proof are unchanged, so the mathematical argument needed no repair.

The change, after which it compiles:

```diff
@@ -13,6 +13,6 @@
     ∑ m ∈ B, f m ≤ ∑ m ∈ S, f m := by
   -- the levels common to both sets cancel; the others are compared with `μ`
-  have hB := Finset.sum_inter_add_sum_diff B S (fun m => f m - μ)
-  have hS := Finset.sum_inter_add_sum_diff S B (fun m => f m - μ)
+  have hB := Finset.sum_inter_add_sum_sdiff B S (fun m => f m - μ)
+  have hS := Finset.sum_inter_add_sum_sdiff S B (fun m => f m - μ)
   have h1 : ∑ m ∈ B \ S, (f m - μ) ≤ 0 :=
     Finset.sum_nonpos fun m hm => sub_nonpos.2 (hin m (Finset.mem_sdiff.1 hm).1)
```
